# Two-component condensate with equal masses and \(a+b>0\): \(e^2+2eG\) is positive semidefinite for every \(e>0\) exactly when \(c^2\le ab\)

Take a uniform mixture of two condensates of equal mass, with the same intra-species coupling energy \(a>0\) and a real inter-species coupling energy \(c\). At kinetic energy \(e>0\), the in-phase and out-of-phase density waves see the couplings \(a+c\) and \(a-c\), so their Bogoliubov frequencies \(\omega\) obey \(\omega^2=e^2+2e(a\pm c)\). With \(a=1\), \(c=2\), \(e=1\) the out-of-phase wave has \(\omega^2=-1\). In general the term linear in \(e\) wins at small \(e\), so \(|c|>a\) makes the long waves unstable.

For unequal couplings \(a\) and \(b\) with \(a+b>0\) I was taught that the stability condition becomes \(c^2\le ab\), with the squared frequencies being eigenvalues of \(e^2+2eG\), where \(G=\begin{pmatrix}a&c\\c&b\end{pmatrix}\). I would like to see this done rigorously and checked by machine: why squared frequencies are eigenvalues of that matrix, why the condition is necessary as well as sufficient, and exactly which \(e\) are unstable when it fails.

## The criterion holds for equal masses and \(a+b>0\)

The starting point is the linearised mean-field equation. Species \(j=0,1\) has uniform density \(n_j\), the contact interaction constants \(g_{jl}\) are real with \(g_{01}=g_{10}\), and \(\hbar=1\). With the uniform phase rotation set by each chemical potential factored out, the condensate amplitude is perturbed to \(\sqrt{n_j}+u_je^{i(kz-\omega t)}+v_j^*e^{-i(kz-\omega^*t)}\), with wave number \(k\) along the coordinate \(z\) and time \(t\). With common mass \(m\), set \(e=k^2/2m\) and \(G_{jl}=g_{jl}\sqrt{n_jn_l}\), so \(a=G_{00}\), \(b=G_{11}\), \(c=G_{01}\). To first order,
\[ eu+G(u+v)=\omega u,\qquad -G(u+v)-ev=\omega v , \]
which is the eigenvalue problem of the Bogoliubov–de Gennes matrix
\[ L=\begin{pmatrix} e+G & G\\ -G & -(e+G)\end{pmatrix}. \]
The file takes \(L\) as its definition of the model. Write \(S=e^2+2eG\).

### From frequencies to squared energies

The sum and the difference of the two equations are
\[ e(u-v)=\omega(u+v),\qquad (e+2G)(u+v)=\omega(u-v). \]
Multiplying the second by \(e\) and inserting the first gives \(S(u+v)=\omega^2(u+v)\). The vector \(u+v\) is nonzero when \(e\ne0\): if it vanished, then \(e(u-v)=0\) would force \(u=v=0\). Conversely, let \(Sx=\omega^2x\) with \(x\neq0\), and put \(u=(e+\omega)x\), \(v=(e-\omega)x\), so \(u+v=2ex\ne0\). The first equation becomes \(e(e+\omega)x+2eGx=\omega(e+\omega)x\), which is \(Sx=\omega^2x\) after cancelling \(e\omega x\). The second becomes its negative. These amplitudes are unnormalised. For real \(e\) they have \(|u|^2-|v|^2=4e\,\mathrm{Re}\,\omega\,|x|^2\), so for \(e,\omega>0\) division by \(2\sqrt{e\omega}\,|x|\) gives Bogoliubov norm one, while an imaginary \(\omega\) gives norm zero.

### Small \(e\) exposes the sign of \(G\)

For real symmetric \(G\) and real \(x\), set \(N=x^Tx\) and \(q=x^TGx\). Then \(x^TSx=e^2N+2eq\). If \(G\succeq0\), both terms are nonnegative for \(e>0\). If \(q<0\) for some \(x\), choose \(e=-q/(N+1)>0\). Then \(eN=-q-e\) and \(x^TSx=e(q-e)<0\). For a unit vector this is \(e=-q/2\) and \(x^TSx=-3q^2/4\). So \(S\succeq0\) for all \(e>0\) exactly when \(G\succeq0\). This is the stability condition: \(S\) is real symmetric, so its eigenvalues \(\omega^2\) are real, and every \(\omega\) is real exactly when none of them is negative, that is, when \(S\succeq0\).

### The two-component form

For \(x=(x_0,x_1)\) the form is \(q=ax_0^2+2cx_0x_1+bx_1^2\), and expanding shows
\[ (a+b)\,q=(ax_0+cx_1)^2+(cx_0+bx_1)^2+(ab-c^2)(x_0^2+x_1^2). \]
With \(a+b>0\) and \(c^2\le ab\) this gives \(q\ge0\). Conversely, the vectors \((-c,a)\) and \((b,-c)\) give \(q=a(ab-c^2)\) and \(q=b(ab-c^2)\); per unit length squared these are \(a(ab-c^2)/(a^2+c^2)\) and \(b(ab-c^2)/(b^2+c^2)\) when the vectors are nonzero. If \(G\succeq0\), the sum \((a+b)(ab-c^2)\) is nonnegative, hence \(c^2\le ab\).

### The branches and the unstable window

A number \(\mu\) is an eigenvalue of \(S\) when
\[ (e^2+2ea-\mu)(e^2+2eb-\mu)-4e^2c^2=0 . \]
With \(\lambda=\mu-e^2\) this reads \(\lambda^2-2e(a+b)\lambda+4e^2(ab-c^2)=0\). Let \(s^2=(a-b)^2+4c^2\). Since \((a+b)^2-s^2=4(ab-c^2)\), the quadratic equals \((\lambda-e(a+b-s))(\lambda-e(a+b+s))\), and the eigenvalues are \(\mu_\mp=e^2+e(a+b\mp s)\).

Take \(s\ge0\) and define \(e_c=s-(a+b)\). Then \(\mu_-=e(e-e_c)\) and \(\mu_+=\mu_-+2es\ge\mu_-\) for \(e>0\), so a negative eigenvalue exists exactly when \(e<e_c\). If \(c^2>ab\), then \(s^2>(a+b)^2\), so \(s>a+b\) and \(e_c>0\). For \(0<e<e_c\), the number \(\gamma=\sqrt{e(e_c-e)}\) is positive and \((i\gamma)^2=\mu_-\), so \(i\gamma\) is an eigenvalue of \(L\). For \(a=b\) one has \(e_c=2(|c|-a)\); the numbers in the question give \(e_c=2\) and \(\gamma=1\).

### The Lean file

```lean
import Mathlib

open Matrix

namespace TwoComponentCondensate

noncomputable section

variable {n : Type*} [Fintype n] [DecidableEq n] {R : Type*} [CommRing R]

/-- `μ` is an eigenvalue of `M`: some nonzero vector is scaled by `μ`. -/
def HasEig {m : Type*} [Fintype m] (M : Matrix m m R) (μ : R) : Prop :=
  ∃ x, x ≠ 0 ∧ M *ᵥ x = μ • x

/-- The Bogoliubov-de Gennes matrix `[[e + G, G], [-G, -(e + G)]]` for kinetic energy `e`
and coupling matrix `G`. -/
def bdg (e : R) (G : Matrix n n R) : Matrix (n ⊕ n) (n ⊕ n) R :=
  fromBlocks (e • (1 : Matrix n n R) + G) G (-G) (-(e • (1 : Matrix n n R) + G))

/-- The squared-energy matrix `e² + 2 e G`. -/
def sqEnergy (e : R) (G : Matrix n n R) : Matrix n n R :=
  (e ^ 2) • (1 : Matrix n n R) + (2 * e) • G

/-- Two-component coupling matrix: intra-species couplings `a`, `b`, inter-species `c`. -/
def coupling (a b c : R) : Matrix (Fin 2) (Fin 2) R := !![a, c; c, b]

/-- The nonnegative root `s = √((a - b)² + 4 c²)`. -/
def gap (a b c : ℝ) : ℝ := Real.sqrt ((a - b) ^ 2 + 4 * c ^ 2)

/-- The critical kinetic energy `√((a - b)² + 4 c²) - (a + b)`. -/
def eCrit (a b c : ℝ) : ℝ := gap a b c - (a + b)

/-- The rate `√(e (e_c - e))` built from the critical kinetic energy `e_c`. -/
def growthRate (a b c e : ℝ) : ℝ := Real.sqrt (e * (eCrit a b c - e))

/-- Action of the squared-energy matrix on a vector. -/
theorem sqEnergy_mulVec (e : R) (G : Matrix n n R) (x : n → R) :
    sqEnergy e G *ᵥ x = (e ^ 2) • x + (2 * e) • (G *ᵥ x) := by
  rw [sqEnergy, Matrix.add_mulVec, Matrix.smul_mulVec, Matrix.smul_mulVec, Matrix.one_mulVec]

/-- The Bogoliubov-de Gennes eigenvalue equation as two coupled equations for the
amplitudes `u` and `v`. -/
theorem bdg_mulVec_iff (e ω : R) (G : Matrix n n R) (u v : n → R) :
    bdg e G *ᵥ Sum.elim u v = ω • Sum.elim u v ↔
      e • u + G *ᵥ u + G *ᵥ v = ω • u ∧ -(G *ᵥ u) + -(e • v + G *ᵥ v) = ω • v := by
  have key : bdg e G *ᵥ Sum.elim u v =
      Sum.elim (e • u + G *ᵥ u + G *ᵥ v) (-(G *ᵥ u) + -(e • v + G *ᵥ v)) := by
    rw [bdg, Matrix.fromBlocks_mulVec]
    simp only [Sum.elim_comp_inl, Sum.elim_comp_inr, Matrix.add_mulVec, Matrix.neg_mulVec,
      Matrix.smul_mulVec, Matrix.one_mulVec]
  rw [key]
  constructor
  · intro h
    exact ⟨funext fun i => congrFun h (Sum.inl i), funext fun i => congrFun h (Sum.inr i)⟩
  · rintro ⟨h1, h2⟩
    funext k
    rcases k with i | i
    · exact congrFun h1 i
    · exact congrFun h2 i

/-- For nonzero kinetic energy, `ω` is an eigenvalue of the Bogoliubov-de Gennes matrix
exactly when `ω²` is an eigenvalue of `e² + 2 e G`. -/
theorem bdg_eig_iff (G : Matrix n n ℂ) {e : ℂ} (he : e ≠ 0) (ω : ℂ) :
    HasEig (bdg e G) ω ↔ HasEig (sqEnergy e G) (ω ^ 2) := by
  constructor
  · rintro ⟨w, hw, h⟩
    obtain ⟨u, v, rfl⟩ : ∃ u v, w = Sum.elim u v :=
      ⟨fun i => w (Sum.inl i), fun i => w (Sum.inr i), by funext k; cases k <;> rfl⟩
    obtain ⟨h1, h2⟩ := (bdg_mulVec_iff e ω G u v).mp h
    -- the sum of the two equations does not contain G
    have hs : e • (u - v) = ω • (u + v) := by linear_combination (norm := module) h1 + h2
    refine ⟨u + v, fun h0 => hw ?_, ?_⟩
    · rw [h0, smul_zero] at hs
      have huv : u - v = 0 := (smul_eq_zero.mp hs).resolve_left he
      funext k
      rcases k with i | i
      · have p : u i + v i = 0 := congrFun h0 i
        have q : u i - v i = 0 := congrFun huv i
        show u i = 0
        linear_combination (1 / 2) * p + (1 / 2) * q
      · have p : u i + v i = 0 := congrFun h0 i
        have q : u i - v i = 0 := congrFun huv i
        show v i = 0
        linear_combination (1 / 2) * p - (1 / 2) * q
    · rw [sqEnergy_mulVec, Matrix.mulVec_add]
      linear_combination (norm := module) e • h1 - e • h2 + ω • hs
  · rintro ⟨x, hx, h⟩
    rw [sqEnergy_mulVec] at h
    -- amplitudes u = (e + ω) x, v = (e - ω) x
    refine ⟨Sum.elim ((e + ω) • x) ((e - ω) • x), fun h0 => hx ?_, ?_⟩
    · funext i
      have p : (e + ω) * x i = 0 := congrFun h0 (Sum.inl i)
      have q : (e - ω) * x i = 0 := congrFun h0 (Sum.inr i)
      have r : e * x i = 0 := by linear_combination (1 / 2) * p + (1 / 2) * q
      exact (mul_eq_zero.mp r).resolve_left he
    · rw [bdg_mulVec_iff]
      simp only [Matrix.mulVec_smul]
      constructor
      · linear_combination (norm := module) h
      · linear_combination (norm := module) (-1 : ℂ) • h

/-- For any number of components and symmetric `G`, the matrix `e² + 2 e G` is positive
semidefinite for all `e > 0` exactly when `G` is. -/
theorem sqEnergy_posSemidef_iff {G : Matrix n n ℝ} (hG : G.IsHermitian) :
    (∀ e > 0, (sqEnergy e G).PosSemidef) ↔ G.PosSemidef := by
  have form : ∀ (e : ℝ) (x : n → ℝ), star x ⬝ᵥ (sqEnergy e G *ᵥ x) =
      e ^ 2 * (x ⬝ᵥ x) + 2 * e * (star x ⬝ᵥ (G *ᵥ x)) := by
    intro e x
    simp only [sqEnergy_mulVec, star_trivial, dotProduct_add, dotProduct_smul, smul_eq_mul]
  have hN : ∀ x : n → ℝ, 0 ≤ x ⬝ᵥ x :=
    fun x => Finset.sum_nonneg fun i _ => mul_self_nonneg (x i)
  simp only [Matrix.posSemidef_iff_dotProduct_mulVec, form]
  constructor
  · intro h
    refine ⟨hG, fun x => ?_⟩
    by_contra hn
    have hq := neg_pos.mpr (not_le.mp hn)
    have hN1 : 0 < x ⬝ᵥ x + 1 := by linarith [hN x]
    -- a small kinetic energy cannot compensate a negative direction of G
    obtain ⟨e, he, hE⟩ : ∃ e : ℝ, 0 < e ∧ e * (x ⬝ᵥ x + 1) = -(star x ⬝ᵥ (G *ᵥ x)) :=
      ⟨_, div_pos hq hN1, div_mul_cancel₀ _ hN1.ne'⟩
    have h1 := (h e he).2 x
    have h2 : e * (e * (x ⬝ᵥ x + 1)) = e * -(star x ⬝ᵥ (G *ᵥ x)) := by rw [hE]
    nlinarith [mul_pos he hq, mul_pos he he]
  · rintro ⟨-, h⟩ e he
    refine ⟨?_, fun x => ?_⟩
    · unfold Matrix.IsHermitian sqEnergy
      rw [conjTranspose_add, conjTranspose_smul, conjTranspose_smul, conjTranspose_one, hG.eq]
      simp only [star_trivial]
    · exact add_nonneg (mul_nonneg (sq_nonneg e) (hN x)) (mul_nonneg (by linarith) (h x))

/-- The real two-component coupling matrix is symmetric. -/
theorem coupling_isHermitian (a b c : ℝ) : (coupling a b c).IsHermitian := by
  unfold Matrix.IsHermitian
  ext i j
  fin_cases i <;> fin_cases j <;> simp [coupling, conjTranspose_apply]

/-- For `a + b > 0` the coupling matrix is positive semidefinite exactly when `c² ≤ a b`. -/
theorem coupling_posSemidef_iff {a b : ℝ} (hab : 0 < a + b) (c : ℝ) :
    (coupling a b c).PosSemidef ↔ c ^ 2 ≤ a * b := by
  have form : ∀ x : Fin 2 → ℝ, star x ⬝ᵥ (coupling a b c *ᵥ x) =
      a * x 0 ^ 2 + 2 * c * x 0 * x 1 + b * x 1 ^ 2 := by
    intro x
    simp [coupling, dotProduct, Matrix.mulVec, Fin.sum_univ_two]
    ring
  simp only [Matrix.posSemidef_iff_dotProduct_mulVec, form]
  constructor
  · rintro ⟨-, h⟩
    have h1 : 0 ≤ a * (-c) ^ 2 + 2 * c * (-c) * a + b * a ^ 2 := h ![-c, a]
    have h2 : 0 ≤ a * b ^ 2 + 2 * c * b * (-c) + b * (-c) ^ 2 := h ![b, -c]
    by_contra hn
    nlinarith [mul_pos hab (sub_pos.mpr (not_le.mp hn))]
  · intro h
    refine ⟨coupling_isHermitian a b c, fun x => ?_⟩
    by_contra hn
    -- (a + b) times the form is two squares plus (a b - c²) |x|²
    nlinarith [mul_pos hab (neg_pos.mpr (not_le.mp hn)), sq_nonneg (a * x 0 + c * x 1),
      sq_nonneg (c * x 0 + b * x 1),
      mul_nonneg (sub_nonneg.mpr h) (add_nonneg (sq_nonneg (x 0)) (sq_nonneg (x 1)))]

/-- The eigenvalues of the two-component matrix `e² + 2 e G` are `e² + e (a + b ∓ s)`,
where `s² = (a - b)² + 4 c²`. -/
theorem two_branches {K : Type*} [Field K] (e a b c s μ : K)
    (hs : s ^ 2 = (a - b) ^ 2 + 4 * c ^ 2) :
    HasEig (sqEnergy e (coupling a b c)) μ ↔
      μ = e ^ 2 + e * (a + b - s) ∨ μ = e ^ 2 + e * (a + b + s) := by
  have h1 : HasEig (sqEnergy e (coupling a b c)) μ ↔
      (sqEnergy e (coupling a b c) - μ • (1 : Matrix (Fin 2) (Fin 2) K)).det = 0 := by
    rw [← Matrix.exists_mulVec_eq_zero_iff]
    simp only [HasEig, Matrix.sub_mulVec, Matrix.smul_mulVec, Matrix.one_mulVec, sub_eq_zero]
  have h2 : sqEnergy e (coupling a b c) - μ • (1 : Matrix (Fin 2) (Fin 2) K) =
      !![e ^ 2 + 2 * e * a - μ, 2 * e * c; 2 * e * c, e ^ 2 + 2 * e * b - μ] := by
    ext i j
    fin_cases i <;> fin_cases j <;> simp [sqEnergy, coupling]
  -- the secular determinant factorises
  have h3 : (e ^ 2 + 2 * e * a - μ) * (e ^ 2 + 2 * e * b - μ) - 2 * e * c * (2 * e * c) =
      (μ - (e ^ 2 + e * (a + b - s))) * (μ - (e ^ 2 + e * (a + b + s))) := by
    linear_combination e ^ 2 * hs
  rw [h1, h2, Matrix.det_fin_two_of, h3, mul_eq_zero, sub_eq_zero, sub_eq_zero]

/-- For `e > 0` the two-component matrix `e² + 2 e G` has a negative eigenvalue exactly
when `e` lies below the critical kinetic energy. -/
theorem neg_eig_iff (a b c : ℝ) {e : ℝ} (he : 0 < e) :
    (∃ μ < 0, HasEig (sqEnergy e (coupling a b c)) μ) ↔ e < eCrit a b c := by
  have hs : gap a b c ^ 2 = (a - b) ^ 2 + 4 * c ^ 2 := Real.sq_sqrt (by positivity)
  have hs0 : 0 ≤ gap a b c := Real.sqrt_nonneg _
  unfold eCrit
  constructor
  · rintro ⟨μ, hμ, h⟩
    by_contra hn
    have h1 := mul_nonneg he.le (sub_nonneg.mpr (not_lt.mp hn))
    have h2 := mul_nonneg he.le hs0
    rcases (two_branches e a b c _ μ hs).mp h with h | h <;> nlinarith
  · intro h
    refine ⟨_, ?_, (two_branches e a b c _ _ hs).mpr (Or.inl rfl)⟩
    nlinarith [mul_pos he (sub_pos.mpr h)]

/-- For `a + b > 0`, `e² + 2 e G` is positive semidefinite for all `e > 0` iff `c² ≤ a b`; if `c² >
a b` then `e_c > 0` and, for each `e > 0`, a negative eigenvalue exists exactly when `e < e_c`. -/
theorem stability_criterion {a b : ℝ} (hab : 0 < a + b) (c : ℝ) :
    ((∀ e > 0, (sqEnergy e (coupling a b c)).PosSemidef) ↔ c ^ 2 ≤ a * b) ∧
    (a * b < c ^ 2 → 0 < eCrit a b c ∧ ∀ e > 0,
      ((∃ μ < 0, HasEig (sqEnergy e (coupling a b c)) μ) ↔ e < eCrit a b c)) := by
  refine ⟨(sqEnergy_posSemidef_iff (coupling_isHermitian a b c)).trans
    (coupling_posSemidef_iff hab c), fun h => ⟨?_, fun e he => neg_eig_iff a b c he⟩⟩
  exact sub_pos.mpr (Real.lt_sqrt_of_sq_lt (by nlinarith))

/-- For `0 < e < e_c` the Bogoliubov-de Gennes matrix has the eigenvalue `i γ` with
`γ = √(e (e_c - e)) > 0`. -/
theorem imaginary_frequency (a b c : ℝ) {e : ℝ} (he : 0 < e) (hc : e < eCrit a b c) :
    0 < growthRate a b c e ∧
      HasEig (bdg (e : ℂ) (coupling (a : ℂ) b c)) (Complex.I * growthRate a b c e) := by
  have hp : 0 < e * (eCrit a b c - e) := mul_pos he (sub_pos.mpr hc)
  have hs : gap a b c ^ 2 = (a - b) ^ 2 + 4 * c ^ 2 := Real.sq_sqrt (by positivity)
  have hg : growthRate a b c e ^ 2 = e * (gap a b c - (a + b) - e) := Real.sq_sqrt hp.le
  have hsC : (gap a b c : ℂ) ^ 2 = ((a : ℂ) - b) ^ 2 + 4 * (c : ℂ) ^ 2 := by exact_mod_cast hs
  have hgC : (growthRate a b c e : ℂ) ^ 2 = e * ((gap a b c : ℂ) - (a + b) - e) := by
    exact_mod_cast hg
  have heC : (e : ℂ) ≠ 0 := by exact_mod_cast he.ne'
  refine ⟨Real.sqrt_pos.mpr hp, (bdg_eig_iff _ heC _).mpr ?_⟩
  refine (two_branches _ _ _ _ _ _ hsC).mpr (Or.inl ?_)
  linear_combination (growthRate a b c e : ℂ) ^ 2 * Complex.I_sq - hgC

end

end TwoComponentCondensate
```

```lean
#print axioms TwoComponentCondensate.sqEnergy_posSemidef_iff
-- 'TwoComponentCondensate.sqEnergy_posSemidef_iff' depends on axioms: [propext, Classical.choice, Quot.sound]
#print axioms TwoComponentCondensate.stability_criterion
-- 'TwoComponentCondensate.stability_criterion' depends on axioms: [propext, Classical.choice, Quot.sound]
#print axioms TwoComponentCondensate.imaginary_frequency
-- 'TwoComponentCondensate.imaginary_frequency' depends on axioms: [propext, Classical.choice, Quot.sound]
```

### What the definitions and theorems say

`HasEig M μ` means \(Mx=\mu x\) for some nonzero \(x\) with entries in the same ring as \(M\), and it carries no multiplicities. The type `n` labels the components. `bdg e G` is \(L\), indexed by `n ⊕ n`, with \(u\) in the `Sum.inl` slots and \(v\) in the `Sum.inr` slots; `Sum.elim u v` is the stacked vector. `sqEnergy e G` is \(S\), `coupling a b c` is \(G\) with `Fin 2` indices \(0,1\), and `gap`, `eCrit`, `growthRate` are \(s\), \(e_c\), \(\gamma\). Despite its name, `gap` is no excitation gap: the branches of \(S\) differ by \(2es\). For real matrices `IsHermitian` means symmetric, and `PosSemidef` means symmetric with \(x^TSx\ge0\) for all real \(x\). Equal masses enter through `e • (1 : Matrix n n R)`, one kinetic energy for all components.

`stability_criterion` assumes `0 < a + b` and has two parts. First, \(S\succeq0\) for every \(e>0\) if and only if `c ^ 2 ≤ a * b`. Second, if `a * b < c ^ 2`, then \(e_c>0\), and for each \(e>0\) the matrix \(S\) has a negative eigenvalue if and only if \(e<e_c\). The hypothesis \(a+b>0\) says that the intra-species couplings are repulsive in total. It includes \(a,b>0\) and also one attractive species, where \(ab<0\) makes the inequality \(c^2\le ab\) false for every \(c\), so long waves are unstable whatever the inter-species coupling. It excludes cases such as \(a=b=-1\), \(c=0\), where \(c^2\le ab\) although \(G\) is negative definite.

`imaginary_frequency` assumes only \(0<e<e_c\), with \(a,b,c\) arbitrary reals, and concludes that \(\gamma>0\) and that `Complex.I * growthRate a b c e` is an eigenvalue of \(L\) over \(\mathbb C\). For \(e>0\) with \(e>e_c\) the argument of `Real.sqrt` is negative and `growthRate` returns zero; both branches \(\mu_\mp\) are then positive, so \(i\gamma=0\) is not an eigenvalue of \(L\) and both conclusions fail.

Since the densities cancel, \(c^2\le ab\) reads \(g_{01}^2\le g_{00}g_{11}\), known for repulsive interactions as the miscibility condition. With \(a+b>0\) and \(c<0\), an unstable wave raises both densities in the same places, so it does not separate the species. The theorems concern the spectrum of small oscillations about the uniform state: they compare no energies of mixed and separated phases, and they treat both signs of \(c\) alike. Unequal masses, traps, finite temperature and corrections beyond mean field are absent, and \(k=0\) is excluded by \(e\neq0\). The linearisation leading to \(L\), the Bogoliubov norms, the reading of \(\omega=i\gamma\) as growth \(e^{\gamma t}\), and the reality of all frequencies when \(a+b>0\) and \(c^2\le ab\) are physical context that no theorem in the file states. In a periodic-box simulation of this equal-mass mean-field model, \(e\) takes discrete values, so with \(c^2>ab\) the uniform state has a negative eigenvalue of \(S\) only if the smallest nonzero \(e\) of the box lies below \(e_c\).

### How the proofs follow the algebra

`sqEnergy_mulVec` expands \(Sx=e^2x+2eGx\), and `bdg_mulVec_iff` splits the eigenvalue equation of \(L\) into the two block equations.

`bdg_eig_iff` holds for any complex \(G\) with any finite number of components, without symmetry, given `e ≠ 0`; one component gives \(\omega^2=e^2+2eG_{00}\). In the forward direction `hs` is the sum `h1 + h2`, and the combination `e • h1 - e • h2 + ω • hs` is the difference multiplied by \(e\) with the sum inserted. The half sums and half differences of `p` and `q` show that \(u+v=0\) forces both amplitudes to vanish. The reverse direction supplies \(u=(e+\omega)x\), \(v=(e-\omega)x\) and closes the block equations with `h` and `(-1 : ℂ) • h`.

In `sqEnergy_posSemidef_iff`, `form` is \(e^2N+2eq\) and `hE` fixes \(e(N+1)=-q\). The added one makes the denominator positive without an argument that \(x\ne0\). Then `nlinarith` derives the contradiction between \(x^TSx\ge0\) and \(e(q-e)<0\).

`coupling_isHermitian` checks the four entries. In `coupling_posSemidef_iff`, `h1` and `h2` are the form on `![-c, a]` and `![b, -c]`, and the hints to the last `nlinarith` are the terms of the sum-of-squares identity.

`two_branches` works over any field `K` and with any `s` satisfying `hs`. Here `h1` turns the eigenvalue condition into a vanishing determinant, `h2` writes out \(S-\mu\), and `h3` is the factorisation, whose two sides differ by `e ^ 2` times the difference of the two sides of `hs`. The general field lets one lemma serve over \(\mathbb R\) in `neg_eig_iff` and over \(\mathbb C\) in the last theorem.

`neg_eig_iff` needs no sign condition on \(a,b\). If \(e\ge e_c\), then `h1` gives \(\mu_-\ge0\) and `h2` gives \(es\ge0\), so neither branch is negative; if \(e<e_c\), the lower branch `Or.inl rfl` is the witness. `stability_criterion` chains the two semidefiniteness equivalences and obtains \(a+b<s\) from the squares by `Real.lt_sqrt_of_sq_lt`. `imaginary_frequency` passes to \(S\) through `bdg_eig_iff`, selects the lower branch, and verifies \((i\gamma)^2=e^2+e(a+b-s)\) from `Complex.I_sq` and `hgC`, which is \(\gamma^2=e(s-(a+b)-e)\) in \(\mathbb C\).
